# In a uniform electron gas the rSCAN iso-orbital indicator rises with the kinetic energy density towards 1/(1 + r), below 1

In a uniform electron gas the von Weizsäcker term vanishes and the kinetic energy density equals its uniform-gas value `U`, so the bare ratio of the two is 1. rSCAN adds a constant `t` to the denominator of this ratio and then applies the damping map a ↦ a³/(a² + r). The theorem `uniform_gas_limit_broken` says that, for positive `t` and `r`, the resulting indicator increases strictly with `U` on `U > 0`, tends to 1/(1 + r) as `U` grows without bound, and stays below this limit, which is itself below 1. The attempt gets the monotonicity and the limit from two lemmas on scaling both kinetic energy densities by a common factor, applied with both densities set to 1, and the upper bound from the monotonicity of the damping map.

The failing Lean file:

```lean
import Mathlib

open Filter Topology Set

namespace RegularizedSCAN

noncomputable section

/-- The rSCAN damping map `a ↦ a³ / (a² + r)`, for `a² + r ≠ 0`. -/
def damp (r a : ℝ) : ℝ := a ^ 3 / (a ^ 2 + r)

/-- The regularized iso-orbital indicator of rSCAN, for excess kinetic energy density
`D = τ - τ_W`, uniform-gas kinetic energy density `U` and regularization constants `t`, `r`.
Its domain is `U + t ≠ 0` and `(D / (U + t))² + r ≠ 0`. -/
def alphaReg (t r D U : ℝ) : ℝ := damp r (D / (U + t))

/-- The regularized indicator in a uniform electron gas, where `τ_W = 0` and `τ = U`;
the domain is that of `alphaReg` with `D = U`. -/
def uniformAlpha (t r U : ℝ) : ℝ := alphaReg t r U U

/-- For `r ≥ 0` the damping map is strictly increasing on positive arguments. -/
theorem damp_lt_damp {r a b : ℝ} (hr : 0 ≤ r) (ha : 0 < a) (hab : a < b) :
    damp r a < damp r b := by
  have hb : 0 < b := ha.trans hab
  unfold damp
  rw [div_lt_div_iff₀ (by positivity) (by positivity)]
  have h1 : 0 < a ^ 2 * b ^ 2 * (b - a) := mul_pos (by positivity) (sub_pos.2 hab)
  have h2 : 0 ≤ r * (b ^ 3 - a ^ 3) :=
    mul_nonneg hr (sub_nonneg.2 (pow_le_pow_left₀ ha.le hab.le 3))
  nlinarith [h1, h2]

/-- Multiplying both kinetic energy densities by a larger common factor strictly raises the
regularized indicator when `t > 0`, `r ≥ 0`, and `D`, `U` and the factors are positive. -/
theorem alphaReg_lt_of_factor_lt {t r D U s s' : ℝ} (ht : 0 < t) (hr : 0 ≤ r)
    (hD : 0 < D) (hU : 0 < U) (hs : 0 < s) (hss : s < s') :
    alphaReg t r (s * D) (s * U) < alphaReg t r (s' * D) (s' * U) := by
  have hs' : 0 < s' := hs.trans hss
  apply damp_lt_damp hr (by positivity)
  rw [div_lt_div_iff₀ (by positivity) (by positivity)]
  -- the terms with `U` cancel, and only the constant `t` distinguishes the two sides
  have h : 0 < (s' - s) * (D * t) := mul_pos (sub_pos.2 hss) (by positivity)
  nlinarith [h]

/-- When both kinetic energy densities grow by a common factor without bound, the
regularized indicator tends to the damped value of the bare ratio `D / U`. -/
theorem tendsto_alphaReg_factor {r D U : ℝ} (t : ℝ) (hr : 0 ≤ r) (hD : 0 < D)
    (hU : 0 < U) :
    Tendsto (fun s : ℝ => alphaReg t r (s * D) (s * U)) atTop (𝓝 (damp r (D / U))) := by
  have h0 : Tendsto (fun s : ℝ => D / (U + t / s)) atTop (𝓝 (D / (U + 0))) :=
    tendsto_const_nhds.div
      (tendsto_const_nhds.add (tendsto_const_nhds.div_atTop tendsto_id))
      (by simpa using hU.ne')
  rw [add_zero] at h0
  have h : Tendsto (fun s : ℝ => s * D / (s * U + t)) atTop (𝓝 (D / U)) := by
    refine h0.congr' ?_
    filter_upwards [eventually_gt_atTop (0 : ℝ)] with s hs
    have e : s * U + t = s * (U + t / s) := by
      rw [mul_add, mul_div_cancel₀ _ hs.ne']
    rw [e, mul_div_mul_left _ _ hs.ne']
  -- the damping map is continuous at the positive ratio `D / U`
  have hne : (D / U) ^ 2 + r ≠ 0 := by positivity
  exact (h.pow 3).div ((h.pow 2).add tendsto_const_nhds) hne

/-- For `t, r > 0`, the rSCAN indicator in the uniform gas increases strictly with the kinetic
energy density `U` and tends to `1 / (1 + r)`; it stays below this limit, which is below `1`. -/
theorem uniform_gas_limit_broken {t r : ℝ} (ht : 0 < t) (hr : 0 < r) :
    StrictMonoOn (uniformAlpha t r) (Ioi 0) ∧
    Tendsto (uniformAlpha t r) atTop (𝓝 (1 / (1 + r))) ∧
    (∀ U, 0 < U → uniformAlpha t r U < 1 / (1 + r)) ∧ 1 / (1 + r) < 1 := by
  refine ⟨?_, ?_, ?_, ?_⟩
  · intro U hU V _ hUV
    have h := alphaReg_lt_of_factor_lt ht hr.le one_pos one_pos (mem_Ioi.1 hU) hUV
    simpa only [mul_one] using h
  · have h := tendsto_alphaReg_factor t hr.le one_pos one_pos
    simp only [mul_one, div_one] at h
    have e : damp r 1 = 1 / (1 + r) := by simp [damp]
    rw [e] at h
    exact h
  · intro U hU
    have h1 : U / (U + t) < 1 := (div_lt_one (by positivity)).2 (by linarith)
    have h := damp_lt_damp hr.le (by positivity) h1
    have e : damp r 1 = 1 / (1 + r) := by simp [damp]
    rw [e] at h
    exact h
  · exact (div_lt_one (by positivity)).2 (by linarith)

end

end RegularizedSCAN
```

The error:

```
Main.lean:73:4: error: Type mismatch: After simplification, term
  h
 has type
  @LT.lt ℝ Real.instLT (alphaReg t r U U) (alphaReg t r V V)
but is expected to have type
  @LT.lt ℝ Real.instPreorder.toLT (uniformAlpha t r U) (uniformAlpha t r V)
```

What went wrong. The error is in the monotonicity part. Once `mul_one` has removed the factors of 1, `h` compares `alphaReg t r U U` with `alphaReg t r V V`, while the goal compares `uniformAlpha t r U` with `uniformAlpha t r V`. By the definition of `uniformAlpha` these are the same statement, but `simpa only [mul_one] using h` was not told to unfold that definition, and its closing comparison of `h` with the goal does not unfold ordinary definitions by itself. Hence the type mismatch.

The repair simplifies `h` with the same lemma and then closes the goal with `exact h`. `exact` checks the types with ordinary definitions allowed to unfold, so it sees that `uniformAlpha t r U` is `alphaReg t r U U`, and likewise for `V`. The message also prints two different forms of the order instance on `ℝ`; these too agree by definition, and `exact` accepts them.

This version goes through:

```diff
@@ -71,5 +71,6 @@
   · intro U hU V _ hUV
     have h := alphaReg_lt_of_factor_lt ht hr.le one_pos one_pos (mem_Ioi.1 hU) hUV
-    simpa only [mul_one] using h
+    simp only [mul_one] at h
+    exact h
   · have h := tendsto_alphaReg_factor t hr.le one_pos one_pos
     simp only [mul_one, div_one] at h
```
